# For unitary P and V, the operator-norm distance from PDV* to U equals that from D to P*UV

The distance between two operators on a finite-dimensional complex space does not change when both are multiplied by the same unitary on the left and the same unitary on the right. The theorem `dist_frame` states this for square complex matrices as ‖PDV* − U‖ = ‖D − P*UV‖, in the operator norm induced by the Euclidean norm on vectors. Only `P` and `V` are assumed unitary; `D` and `U` are arbitrary, so `D` need not be diagonal nor `U` unitary. The attempt first writes PDV* − U as P(D − P*UV)V*, and then tries to remove the two outer unitary factors with lemmas saying that multiplication by a unitary preserves the norm.

An attempt in Lean 4 with a fault in it:

```lean
import Mathlib

open Matrix
open scoped ComplexOrder Matrix.Norms.L2Operator

namespace DistFrame

variable {n : Type*} [Fintype n] [DecidableEq n]

/-- For unitary `P` and `V`, the distance from `P D V*` to `U` equals the distance from `D`
to `P* U V`. -/
theorem dist_frame {P V : Matrix n n ℂ} (hP : P ∈ unitaryGroup n ℂ)
    (hV : V ∈ unitaryGroup n ℂ) (D U : Matrix n n ℂ) :
    ‖P * D * star V - U‖ = ‖D - star P * U * V‖ := by
  have h : P * (star P * U * V) * star V = U := by
    calc _ = (P * star P) * U * (V * star V) := by simp only [mul_assoc]
      _ = U := by rw [mem_unitaryGroup_iff.1 hP, mem_unitaryGroup_iff.1 hV, one_mul, mul_one]
  have h' : P * D * star V - U = P * (D - star P * U * V) * star V := by
    rw [mul_sub, sub_mul, h]
  rw [h', CStarRing.norm_mul_mem_unitary _ (star (⟨V, hV⟩ : unitaryGroup n ℂ)).2,
    CStarRing.norm_mem_unitary_mul _ hP]

end DistFrame
```

The error:

```
Main.lean:20:10: error: Tactic `rewrite` failed: Did not find an occurrence of the pattern
  ‖?m.190 * ↑(star ⟨V, hV⟩)‖
in the target expression
  ‖P * (D - star P * U * V) * star V‖ = ‖D - star P * U * V‖

n : Type u_1
inst✝¹ : Fintype n
inst✝ : DecidableEq n
P V : Matrix n n ℂ
hP : P ∈ unitaryGroup n ℂ
hV : V ∈ unitaryGroup n ℂ
D U : Matrix n n ℂ
h : P * (star P * U * V) * star V = U
h' : P * D * star V - U = P * (D - star P * U * V) * star V
⊢ ‖P * (D - star P * U * V) * star V‖ = ‖D - star P * U * V‖
```

Lean accepts the file once it reads:

```diff
@@ -13,4 +13,5 @@
     (hV : V ∈ unitaryGroup n ℂ) (D U : Matrix n n ℂ) :
     ‖P * D * star V - U‖ = ‖D - star P * U * V‖ := by
+  have hVs : star V ∈ unitaryGroup n ℂ := (star (⟨V, hV⟩ : unitaryGroup n ℂ)).2
   have h : P * (star P * U * V) * star V = U := by
     calc _ = (P * star P) * U * (V * star V) := by simp only [mul_assoc]
@@ -18,6 +19,5 @@
   have h' : P * D * star V - U = P * (D - star P * U * V) * star V := by
     rw [mul_sub, sub_mul, h]
-  rw [h', CStarRing.norm_mul_mem_unitary _ (star (⟨V, hV⟩ : unitaryGroup n ℂ)).2,
-    CStarRing.norm_mem_unitary_mul _ hP]
+  rw [h', CStarRing.norm_mul_mem_unitary _ hVs, CStarRing.norm_mem_unitary_mul _ hP]
 
 end DistFrame
```

Diagnosis. The rewrite by `h'` succeeds, and the error comes at the next one, which should remove `star V` on the right. `CStarRing.norm_mul_mem_unitary` takes its right-hand factor from the type of the membership proof it is given. Here that proof is the `.2` of a star taken inside the unitary group, so the factor is `↑(star ⟨V, hV⟩)`, the matrix underlying that group element. The goal has `star V` instead. The two are equal by definition, but `rw` looks for its pattern without unfolding definitions far enough to see this, and finds no match.

The repair gives the same proof a name, `hVs`, with the stated type `star V ∈ unitaryGroup n ℂ`. Lean accepts it because checking a proof against a stated type does unfold the definitions needed. With `hVs` the lemma's pattern contains `star V` itself, and the rewrite goes through. The last rewrite, with `hP`, is unchanged, and putting the rewrites on one line is mere tidying.
